# The resolvent of a finite Hermitian matrix as a sum over poles

## States, energies and the Green operator

States are functions u : n → ℂ on a finite index set n, with the inner product

⟨x, y⟩ = Σ_i conj(x_i) y_i,

written `star x ⬝ᵥ y` in Lean and conjugate-linear in the first argument. A Hamiltonian H is a Hermitian n × n complex matrix, and z is a complex energy.

```lean
import Mathlib

open Matrix Filter Topology

namespace LehmannPoleSum

noncomputable section

variable {n : Type*} [Fintype n] [DecidableEq n]
```

The eigenvectors v_k and real energies e_k satisfy

⟨v_j, v_k⟩ = δ_jk,  H v_k = e_k v_k.

The label k also runs over n, so there are as many eigenvectors as dimensions. Energies may repeat.

```lean
/-- The vectors `v k` are orthonormal eigenvectors of `H` with real energies `e k`,
as many as the dimension of the state space. -/
structure IsEigenbasis (H : Matrix n n ℂ) (v : n → n → ℂ) (e : n → ℝ) : Prop where
  orthonormal : ∀ j k, star (v j) ⬝ᵥ v k = if j = k then 1 else 0
  eigen : ∀ k, H *ᵥ v k = (e k : ℂ) • v k
```

The Green operator is G(z) = (z − H)⁻¹, with `z • 1` for the scalar z. Mathlib assigns a value to the inverse even when z − H is singular, so the pole formulas below require z ≠ e_k for every k.

```lean
/-- The Green operator `(z - H)⁻¹`. -/
def greenOp (H : Matrix n n ℂ) (z : ℂ) : Matrix n n ℂ :=
  (z • (1 : Matrix n n ℂ) - H)⁻¹
```

Its diagonal element in the state u is ⟨u, G(z) u⟩. The state need not be normalised.

```lean
/-- The diagonal Green's function `⟨u, (z - H)⁻¹ u⟩` of the state `u`. -/
def greenFn (H : Matrix n n ℂ) (u : n → ℂ) (z : ℂ) : ℂ :=
  star u ⬝ᵥ (greenOp H z *ᵥ u)
```

The weight of u on the k-th eigenvector is

W_k = |⟨v_k, u⟩|².

For a normalised u this is the probability of finding the system in v_k.

```lean
/-- The pole weight `|⟨v k, u⟩|²`. -/
def weight (v : n → n → ℂ) (u : n → ℂ) (k : n) : ℝ :=
  ‖star (v k) ⬝ᵥ u‖ ^ 2
```

The main theorems take such an eigenbasis as a hypothesis. By the spectral theorem every Hermitian H has one, and Mathlib's `eigenvectorBasis` supplies it. The check below rewrites Mathlib's orthonormality and eigenvalue equations in the notation used here.

```lean
variable {H : Matrix n n ℂ} {v : n → n → ℂ} {e : n → ℝ}

/-- The spectral basis and eigenvalues of any Hermitian matrix form an eigenbasis. -/
theorem isEigenbasis_witness (hH : H.IsHermitian) :
    IsEigenbasis H (fun k => (hH.eigenvectorBasis k).ofLp) hH.eigenvalues where
  orthonormal j k := by
    have h := orthonormal_iff_ite.mp hH.eigenvectorBasis.orthonormal j k
    rw [EuclideanSpace.inner_eq_star_dotProduct] at h
    rw [dotProduct_comm]
    exact h
  eigen k := by
    ext i
    have h := congrFun (hH.mulVec_eigenvectorBasis k) i
    simpa using h
```

## Completeness from orthonormality

Put the eigenvectors into the columns of a matrix, V_ik = (v_k)_i. Orthonormality says V†V = 1. Since V is square, VV† = 1 as well, and therefore

u = V(V†u) = Σ_k ⟨v_k, u⟩ v_k.

The proof turns on `mul_eq_one_comm`, which converts `h1 : Vᴴ * V = 1` into `h2 : V * Vᴴ = 1`. For finite square matrices a one-sided inverse is two-sided. In infinite dimension an isometry need not be unitary, and an orthonormal family of eigenvectors may fail to be complete.

```lean
/-- Every state is the sum of its components along the eigenvectors. -/
theorem expansion (h : IsEigenbasis H v e) (u : n → ℂ) :
    u = ∑ k, (star (v k) ⬝ᵥ u) • v k := by
  -- the matrix with columns `v k` is unitary
  let V : Matrix n n ℂ := Matrix.of fun i k => v k i
  have h1 : Vᴴ * V = 1 := by
    ext j k
    rw [Matrix.one_apply, ← h.orthonormal j k]
    rfl
  have h2 : V * Vᴴ = 1 := mul_eq_one_comm.mp h1
  have h3 : V *ᵥ (Vᴴ *ᵥ u) = u := by
    rw [Matrix.mulVec_mulVec, h2, Matrix.one_mulVec]
  ext i
  refine (congrFun h3 i).symm.trans ?_
  rw [Finset.sum_apply]
  change ∑ k, v k i * (star (v k) ⬝ᵥ u) = _
  exact Finset.sum_congr rfl fun k _ => mul_comm _ _
```

## Solving (z − H)x = u

On an eigenvector, (z − H)v_k = (z − e_k)v_k. Take

x = Σ_k ⟨v_k, u⟩/(z − e_k) v_k.

Then, by linearity, the factors z − e_k cancel:

(z − H)x = Σ_k ⟨v_k, u⟩ v_k = u.

In Lean, `map_sum` moves the matrix inside the sum, `div_mul_cancel₀` performs the cancellation, and `expansion` identifies the result.

```lean
/-- Away from the energies, dividing the component of `u` along each `v k` by `z - e k` solves the
linear equation `(z - H) x = u`. -/
theorem shifted_mulVec (h : IsEigenbasis H v e) (u : n → ℂ) {z : ℂ}
    (hz : ∀ k, z ≠ e k) :
    (z • (1 : Matrix n n ℂ) - H) *ᵥ
      (∑ k, ((star (v k) ⬝ᵥ u) / (z - e k)) • v k) = u := by
  have hs := map_sum (Matrix.mulVecLin (z • (1 : Matrix n n ℂ) - H))
    (fun k => ((star (v k) ⬝ᵥ u) / (z - e k)) • v k) Finset.univ
  simp only [Matrix.mulVecLin_apply] at hs
  rw [hs]
  refine Eq.trans (Finset.sum_congr rfl fun k _ => ?_) (expansion h u).symm
  rw [Matrix.mulVec_smul, Matrix.sub_mulVec, Matrix.smul_mulVec, Matrix.one_mulVec,
    h.eigen k, ← sub_smul, smul_smul, div_mul_cancel₀ _ (sub_ne_zero.2 (hz k))]
```

Every u is thus reached by z − H. A surjective square matrix is invertible.

```lean
/-- Away from the energies `e k`, the matrix `z - H` is invertible. -/
theorem isUnit_shifted (h : IsEigenbasis H v e) {z : ℂ} (hz : ∀ k, z ≠ e k) :
    IsUnit (z • (1 : Matrix n n ℂ) - H) :=
  Matrix.mulVec_surjective_iff_isUnit.mp fun u => ⟨_, shifted_mulVec h u hz⟩
```

## The pole sum

Applying G(z) to (z − H)x = u gives G(z)u = x. Pairing with a second state w yields

⟨w, G(z)u⟩ = Σ_k ⟨w, v_k⟩⟨v_k, u⟩/(z − e_k).

Here `hG` is the first statement and `hsum` takes the inner product through the sum.

```lean
/-- Away from the energies, `⟨w, (z - H)⁻¹ u⟩` is the sum of `⟨w, v k⟩ ⟨v k, u⟩ / (z - e k)` over
the eigenvectors. -/
theorem lehmann_offdiag (h : IsEigenbasis H v e) (w u : n → ℂ) {z : ℂ}
    (hz : ∀ k, z ≠ e k) :
    star w ⬝ᵥ (greenOp H z *ᵥ u) =
      ∑ k, (star w ⬝ᵥ v k) * (star (v k) ⬝ᵥ u) / (z - e k) := by
  have hdet := (Matrix.isUnit_iff_isUnit_det _).mp (isUnit_shifted h hz)
  -- the Green operator sends `u` to the solution of `(z - H) x = u` found above
  have hG : greenOp H z *ᵥ u = ∑ k, ((star (v k) ⬝ᵥ u) / (z - e k)) • v k := by
    have h1 := congrArg (fun x => greenOp H z *ᵥ x) (shifted_mulVec h u hz)
    simp only [Matrix.mulVec_mulVec] at h1
    rw [greenOp, Matrix.nonsing_inv_mul _ hdet, Matrix.one_mulVec] at h1
    exact h1.symm
  have hsum : ∀ f : n → n → ℂ, star w ⬝ᵥ (∑ k, f k) = ∑ k, star w ⬝ᵥ f k := by
    intro f
    simp only [dotProduct, Finset.sum_apply, Finset.mul_sum]
    exact Finset.sum_comm
  rw [hG, hsum]
  refine Finset.sum_congr rfl fun k _ => ?_
  rw [dotProduct_smul, smul_eq_mul]
  ring
```

For w = u the numerator is real, because ⟨u, v_k⟩ = conj⟨v_k, u⟩:

⟨u, v_k⟩⟨v_k, u⟩ = |⟨v_k, u⟩|² = W_k.

```lean
omit [DecidableEq n] in
/-- The two overlaps of `u` with the vector `v k` multiply to the pole weight. -/
theorem overlap_mul (v : n → n → ℂ) (u : n → ℂ) (k : n) :
    (star u ⬝ᵥ v k) * (star (v k) ⬝ᵥ u) = (weight v u k : ℂ) := by
  have h1 : star u ⬝ᵥ v k = star (star (v k) ⬝ᵥ u) := by
    simp only [dotProduct, star_sum, star_mul, Pi.star_apply, star_star]
  rw [h1, weight, Complex.ofReal_pow]
  exact Complex.conj_mul' _
```

Substitution gives the diagonal formula

⟨u, G(z)u⟩ = Σ_k W_k/(z − e_k).

In one dimension, with H = (ε), it reads |u|²/(z − ε).

The Lehmann representation of an interacting one-particle Green's function has poles at energy differences between states with N and N ± 1 particles. The sum here concerns the resolvent of a single fixed matrix. For non-interacting electrons in a finite orthonormal basis, H can be the one-particle Hamiltonian and u an orbital; −Im⟨u, G(E + iη)u⟩/π, with η > 0, is then the local density of states with Lorentzian broadening.

```lean
/-- Away from the energies, `⟨u, (z - H)⁻¹ u⟩` is the sum of `|⟨v k, u⟩|² / (z - e k)` over the
eigenvectors. -/
theorem lehmann (h : IsEigenbasis H v e) (u : n → ℂ) {z : ℂ} (hz : ∀ k, z ≠ e k) :
    greenFn H u z = ∑ k, (weight v u k : ℂ) / (z - e k) := by
  rw [greenFn, lehmann_offdiag h u u hz]
  exact Finset.sum_congr rfl fun k _ => by rw [overlap_mul]
```

## Total weight, sign and residues

Pairing the expansion of u with u itself gives the sum rule

⟨u, u⟩ = Σ_k ⟨u, v_k⟩⟨v_k, u⟩ = Σ_k W_k.

The weights of a normalised state therefore add up to 1.

```lean
/-- Sum rule: the pole weights add up to the squared norm `⟨u, u⟩`. -/
theorem sum_weight (h : IsEigenbasis H v e) (u : n → ℂ) :
    ∑ k, (weight v u k : ℂ) = star u ⬝ᵥ u := by
  have hsum : ∀ f : n → n → ℂ, star u ⬝ᵥ (∑ k, f k) = ∑ k, star u ⬝ᵥ f k := by
    intro f
    simp only [dotProduct, Finset.sum_apply, Finset.mul_sum]
    exact Finset.sum_comm
  have h1 := congrArg (fun x => star u ⬝ᵥ x) (expansion h u)
  refine Eq.trans ?_ h1.symm
  rw [hsum]
  refine Finset.sum_congr rfl fun k _ => ?_
  rw [dotProduct_smul, smul_eq_mul, ← overlap_mul, mul_comm]
```

If Im z > 0, then z differs from every real e_k, and each term has imaginary part

Im[W_k/(z − e_k)] = −W_k Im z/|z − e_k|² ≤ 0.

If u ≠ 0, some overlap ⟨v_k, u⟩ is nonzero, since otherwise the expansion would give u = 0. That term is strictly negative, and so is the sum. `hterm` computes the imaginary part, and, once the overall sign is removed, `Finset.sum_pos'` needs every term to be nonnegative and at least one to be strictly positive.

```lean
/-- For a nonzero state, the Green's function has negative imaginary part throughout the
upper half plane. -/
theorem greenFn_im_neg (h : IsEigenbasis H v e) {u : n → ℂ} (hu : u ≠ 0) {z : ℂ}
    (hz : 0 < z.im) : (greenFn H u z).im < 0 := by
  have hne : ∀ k, z ≠ e k := by
    intro k hk
    rw [hk, Complex.ofReal_im] at hz
    exact lt_irrefl _ hz
  have hpos : ∀ k, 0 < Complex.normSq (z - e k) := fun k =>
    Complex.normSq_pos.2 (sub_ne_zero.2 (hne k))
  -- the imaginary part of each term
  have hterm : ∀ k, ((weight v u k : ℂ) / (z - e k)).im =
      -(weight v u k * z.im / Complex.normSq (z - e k)) := by
    intro k
    rw [Complex.div_im]
    simp only [Complex.ofReal_im, Complex.ofReal_re, Complex.sub_im, sub_zero]
    ring
  -- a nonzero state overlaps with some eigenvector
  obtain ⟨k, hk⟩ : ∃ k, star (v k) ⬝ᵥ u ≠ 0 := by
    by_contra hcon
    push Not at hcon
    apply hu
    rw [expansion h u]
    exact Finset.sum_eq_zero fun k _ => by rw [hcon k, zero_smul]
  rw [lehmann h u hne, Complex.im_sum, Finset.sum_congr rfl fun k _ => hterm k,
    Finset.sum_neg_distrib, neg_lt_zero]
  refine Finset.sum_pos' (fun j _ => ?_) ⟨k, Finset.mem_univ k, ?_⟩
  · exact div_nonneg (mul_nonneg (sq_nonneg _) hz.le) (hpos j).le
  · exact div_pos (mul_pos (pow_pos (norm_pos_iff.2 hk) 2) hz) (hpos k)
```

Finally, let z approach a real energy E with z ≠ E. In

(z − E)⟨u, G(z)u⟩ = Σ_j W_j (z − E)/(z − e_j)

a term with e_j = E is constantly W_j, and every other term tends to 0. The limit is

Σ_{j : e_j = E} W_j,

so a degenerate level contributes a single pole carrying its combined weight, or no pole if that weight is zero. If E is not an eigenvalue, the limit is 0. `hlim` treats the two kinds of term, and `hev` ensures that the pole formula applies at all z ≠ E close enough to E.

```lean
/-- As `z` tends to a real energy `E`, the product `(z - E) ⟨u, (z - H)⁻¹ u⟩` tends to the
total weight of the eigenvectors with energy `E`. -/
theorem tendsto_residue (h : IsEigenbasis H v e) (u : n → ℂ) (E : ℝ) :
    Tendsto (fun z : ℂ => (z - E) * greenFn H u z) (𝓝[≠] (E : ℂ))
      (𝓝 ((∑ j with e j = E, weight v u j : ℝ) : ℂ)) := by
  have hlim : ∀ j, Tendsto (fun z : ℂ => (z - E) * ((weight v u j : ℂ) / (z - e j)))
      (𝓝[≠] (E : ℂ)) (𝓝 ((if e j = E then weight v u j else 0 : ℝ) : ℂ)) := by
    intro j
    by_cases hj : e j = E
    · rw [if_pos hj]
      refine tendsto_const_nhds.congr' ?_
      filter_upwards [self_mem_nhdsWithin] with z hz
      have hz' : z - (E : ℂ) ≠ 0 := sub_ne_zero.2 hz
      rw [hj, mul_div_cancel₀ _ hz']
    · rw [if_neg hj]
      have hne : (E : ℂ) - e j ≠ 0 :=
        sub_ne_zero.2 fun hh => hj (Complex.ofReal_injective hh).symm
      have hc : ContinuousAt
          (fun z : ℂ => (z - E) * ((weight v u j : ℂ) / (z - e j))) (E : ℂ) :=
        (continuousAt_id.sub continuousAt_const).mul
          (continuousAt_const.div (continuousAt_id.sub continuousAt_const) hne)
      have ht := hc.tendsto.mono_left (nhdsWithin_le_nhds (s := {(E : ℂ)}ᶜ))
      rw [sub_self, zero_mul] at ht
      rw [Complex.ofReal_zero]
      exact ht
  -- close to `E`, but not at `E`, there are no energies
  have hev : ∀ᶠ z in 𝓝[≠] (E : ℂ), ∀ j, z ≠ (e j : ℂ) := by
    refine eventually_all.2 fun j => ?_
    by_cases hj : e j = E
    · rw [hj]
      exact self_mem_nhdsWithin
    · exact nhdsWithin_le_nhds (isOpen_ne.mem_nhds
        fun hh => hj (Complex.ofReal_injective hh).symm)
  rw [Finset.sum_filter, Complex.ofReal_sum]
  refine (tendsto_finsetSum Finset.univ fun j _ => hlim j).congr' ?_
  filter_upwards [hev] with z hz
  rw [lehmann h u hz, Finset.mul_sum]

end

end LehmannPoleSum
```

```lean
#print axioms LehmannPoleSum.sum_weight
#print axioms LehmannPoleSum.greenFn_im_neg
#print axioms LehmannPoleSum.tendsto_residue
```

```
'LehmannPoleSum.sum_weight' depends on axioms: [propext, Classical.choice, Quot.sound]
'LehmannPoleSum.greenFn_im_neg' depends on axioms: [propext, Classical.choice, Quot.sound]
'LehmannPoleSum.tendsto_residue' depends on axioms: [propext, Classical.choice, Quot.sound]
```
